# For A − B positive definite and B positive semidefinite, the Tamm-Dancoff approximation does not lower imaginary-frequency polarizabilities or C6

## Response kernel, polarizability and C6

A molecule is described by finitely many single-particle transitions with real orbitals. A and B are the real matrices of linear-response theory: A couples excitations to excitations, B couples excitations to de-excitations. The real vector d holds the transition dipoles along one direction, with any spin factors absorbed in it. Units are atomic. In the code, `n` and `m` label the transitions of two molecules, which may differ in number.

```lean
import Mathlib

open Matrix MeasureTheory

namespace TammDancoffDispersion

noncomputable section

variable {n m : Type*} [Fintype n] [DecidableEq n] [Fintype m] [DecidableEq m]
```

At frequency ω, the excitation and de-excitation amplitudes X and Y obey

AX + BY − ωX = d,  BX + AY + ωY = d.

Adding and subtracting the equations gives

(A + B)(X + Y) − ω(X − Y) = 2d,  (A − B)(X − Y) = ω(X + Y).

Eliminate X − Y and set ω = iu with u real. Then K(u)(X + Y) = 2d, with the kernel

K(u) = A + B + u²(A − B)⁻¹.

```lean
/-- The linear-response kernel `A + B + u² (A - B)⁻¹` at imaginary frequency `iu`,
for invertible `A - B`. -/
def responseKernel (A B : Matrix n n ℝ) (u : ℝ) : Matrix n n ℝ :=
  A + B + u ^ 2 • (A - B)⁻¹
```

The polarizability is d·(X + Y), that is,

α(iu) = 2 d·K(u)⁻¹d.

The code starts from this formula; the elimination above is its physical origin. In Lean, `⬝ᵥ` is the dot product and `*ᵥ` applies a matrix to a vector. The Tamm-Dancoff approximation sets B = 0 and keeps A and d, so its kernel is A + u²A⁻¹.

```lean
/-- The polarizability at imaginary frequency `iu` along the transition-dipole vector `d`,
for invertible `A - B` and invertible response kernel. The Tamm-Dancoff approximation
is `B = 0`. -/
def polarizability (A B : Matrix n n ℝ) (d : n → ℝ) (u : ℝ) : ℝ :=
  2 * (d ⬝ᵥ (responseKernel A B u)⁻¹ *ᵥ d)
```

The isotropic polarizability averages over three dipole vectors d₀, d₁, d₂, one for each Cartesian direction.

```lean
/-- The isotropic polarizability: the mean over three Cartesian dipole directions,
on the same domain as `polarizability`. -/
def isoPolarizability (A B : Matrix n n ℝ) (d : Fin 3 → n → ℝ) (u : ℝ) : ℝ :=
  (∑ k, polarizability A B (d k) u) / 3
```

The Casimir-Polder formula for the dispersion coefficient of two molecules is

C6 = (3/π) ∫₀^∞ ᾱ(iu) ᾱ′(iu) du,

where the bar marks the isotropic average and the prime the second molecule.

```lean
/-- The Casimir-Polder coefficient `C6` of two molecules, for `A - B` and `A + B`
positive definite in each. -/
def C6 (A B : Matrix n n ℝ) (d : Fin 3 → n → ℝ)
    (A' B' : Matrix m m ℝ) (d' : Fin 3 → m → ℝ) : ℝ :=
  3 / Real.pi * ∫ u in Set.Ioi (0 : ℝ),
    isoPolarizability A B d u * isoPolarizability A' B' d' u
```

Two hypotheses carry the comparison. Positive definiteness of A − B is a stability condition on the reference state. Positive semidefiniteness of B holds, for example, in the direct random-phase approximation with real orbitals, where B is a Coulomb matrix of transition densities; exchange terms or an exchange-correlation kernel can spoil it. Lean's `PosDef` and `PosSemidef` include symmetry for real matrices, and A is then symmetric as the sum of A − B and B.

## A variational bound on the response

Let S be positive definite and y = S⁻¹d. For any trial vector x,

0 ≤ (x − y)·S(x − y) = x·Sx − 2x·d + d·S⁻¹d,

because Sy = d and S is symmetric. Hence

2x·d − x·Sx ≤ d·S⁻¹d.

In the proof, `hy` is Sy = d, `hsym` is y·Sx = x·d, and `h` is the non-negative square, expanded by the rewriting.

```lean
/-- For a positive definite kernel `S`, the response `d · S⁻¹ d` bounds the
functional `2 x · d - x · S x` at every trial vector `x`. -/
theorem variational_bound {S : Matrix n n ℝ} (hS : S.PosDef) (x d : n → ℝ) :
    2 * (x ⬝ᵥ d) - x ⬝ᵥ S *ᵥ x ≤ d ⬝ᵥ S⁻¹ *ᵥ d := by
  have hy : S *ᵥ (S⁻¹ *ᵥ d) = d := by
    rw [Matrix.mulVec_mulVec, Matrix.mul_nonsing_inv _ hS.det_pos.ne'.isUnit,
      Matrix.one_mulVec]
  have hT : Sᵀ = S := by
    rw [← Matrix.conjTranspose_eq_transpose_of_trivial]
    exact hS.isHermitian
  have hsym : (S⁻¹ *ᵥ d) ⬝ᵥ S *ᵥ x = x ⬝ᵥ d := by
    rw [Matrix.dotProduct_mulVec, ← Matrix.mulVec_transpose, hT, hy, dotProduct_comm]
  -- complete the square around the exact response vector
  have h := hS.posSemidef.dotProduct_mulVec_nonneg (x - S⁻¹ *ᵥ d)
  rw [star_trivial, Matrix.mulVec_sub, hy, sub_dotProduct, dotProduct_sub,
    dotProduct_sub, hsym, dotProduct_comm (S⁻¹ *ᵥ d) d] at h
  linarith
```

## A stiffer kernel does not respond more

Suppose that x·Sx ≤ x·Tx for all x, with S and T positive definite. Take the response of T, y = T⁻¹d, as trial vector for S:

d·T⁻¹d = 2y·d − y·Ty ≤ 2y·d − y·Sy ≤ d·S⁻¹d.

The two inequalities are `h2` and `h1` below.

```lean
/-- For positive definite kernels `S` and `T`, if the quadratic form of `S` is at most that of `T`
at every vector, then the response of `T` is at most that of `S`. -/
theorem response_antitone {S T : Matrix n n ℝ} (hS : S.PosDef) (hT : T.PosDef)
    (hST : ∀ x : n → ℝ, x ⬝ᵥ S *ᵥ x ≤ x ⬝ᵥ T *ᵥ x) (d : n → ℝ) :
    d ⬝ᵥ T⁻¹ *ᵥ d ≤ d ⬝ᵥ S⁻¹ *ᵥ d := by
  have hx : T *ᵥ (T⁻¹ *ᵥ d) = d := by
    rw [Matrix.mulVec_mulVec, Matrix.mul_nonsing_inv _ hT.det_pos.ne'.isUnit,
      Matrix.one_mulVec]
  have h1 := variational_bound hS (T⁻¹ *ᵥ d) d
  have h2 := hST (T⁻¹ *ᵥ d)
  rw [hx] at h2
  rw [dotProduct_comm d (T⁻¹ *ᵥ d)]
  linarith
```

## The polarizability inequality

The kernel K(u) is positive definite when A + B and A − B are: the inverse of A − B is positive definite, its multiple by u² is positive semidefinite, and adding this to A + B preserves positive definiteness.

```lean
/-- If `A + B` and `A - B` are positive definite, so is the response kernel at every
imaginary frequency. -/
theorem responseKernel_posDef {A B : Matrix n n ℝ} (hP : (A + B).PosDef)
    (hM : (A - B).PosDef) (u : ℝ) : (responseKernel A B u).PosDef :=
  hP.add_posSemidef (hM.inv.posSemidef.smul (sq_nonneg u))
```

Now let A − B be positive definite and B positive semidefinite. Then A = (A − B) + B and A + B are positive definite too. Since x·Ax ≥ x·(A − B)x, inversion reverses the order:

x·A⁻¹x ≤ x·(A − B)⁻¹x.

Multiply by u² and add x·Ax ≤ x·(A + B)x:

x·(A + u²A⁻¹)x ≤ x·K(u)x.

A second inversion gives, for every real d and u,

2 d·K(u)⁻¹d ≤ 2 d·(A + u²A⁻¹)⁻¹d.

The theorem states this with both kernels written out. It uses `response_antitone` twice, once for `hinv` and once for the kernels themselves.

```lean
/-- If `A - B` is positive definite and `B` positive semidefinite, the Tamm-Dancoff
polarizability is at least the full linear-response one at every imaginary frequency. -/
theorem polarizability_le_tammDancoff {A B : Matrix n n ℝ} (hM : (A - B).PosDef)
    (hB : B.PosSemidef) (d : n → ℝ) (u : ℝ) :
    2 * (d ⬝ᵥ (A + B + u ^ 2 • (A - B)⁻¹)⁻¹ *ᵥ d)
      ≤ 2 * (d ⬝ᵥ (A + u ^ 2 • A⁻¹)⁻¹ *ᵥ d) := by
  have hA : A.PosDef := by simpa using hM.add_posSemidef hB
  have hS : (A + u ^ 2 • A⁻¹).PosDef :=
    hA.add_posSemidef (hA.inv.posSemidef.smul (sq_nonneg u))
  have hT := responseKernel_posDef (hA.add_posSemidef hB) hM u
  have hBx : ∀ x : n → ℝ, 0 ≤ x ⬝ᵥ B *ᵥ x := fun x => by
    simpa only [star_trivial] using hB.dotProduct_mulVec_nonneg x
  refine mul_le_mul_of_nonneg_left (response_antitone hS hT (fun x => ?_) d) (by norm_num)
  -- A dominates A - B, so its inverse is the smaller one
  have hinv : x ⬝ᵥ A⁻¹ *ᵥ x ≤ x ⬝ᵥ (A - B)⁻¹ *ᵥ x := by
    refine response_antitone hM hA (fun y => ?_) x
    rw [Matrix.sub_mulVec, dotProduct_sub]
    linarith [hBx y]
  have hu := mul_le_mul_of_nonneg_left hinv (sq_nonneg u)
  simp only [responseKernel, Matrix.add_mulVec, Matrix.smul_mulVec, dotProduct_add,
    dotProduct_smul, smul_eq_mul]
  linarith [hBx x]
```

## Decay at high frequency

To compare C6 values, the frequency integrals must converge. Write P = A + B and M = A − B, both positive definite, and let x = K(u)⁻¹d. Taking the dot product of K(u)x = d with x gives

x·Px + u² x·M⁻¹x = x·d,

with both terms on the left non-negative. The variational bound for P with trial vector x, together with x·Px ≤ x·d, yields

x·d ≤ 2x·d − x·Px ≤ d·P⁻¹d.

The bound for M⁻¹ with trial vector u²x, together with u² x·M⁻¹x ≤ x·d, yields

u² x·d ≤ 2u² x·d − u⁴ x·M⁻¹x ≤ d·Md.

Adding the two and using α(iu) = 2x·d,

(1 + u²) α(iu) ≤ 2(d·P⁻¹d + d·Md).

In the code, `he` is the identity for x·d, and `h1` and `h2` are the two variational bounds. The final `linarith` combines them with the non-negative terms `h3` and `h4`.

```lean
/-- For positive definite `A + B` and `A - B`, the polarizability falls off at least as
fast as `1 / (1 + u²)`, with an explicit constant. -/
theorem polarizability_decay {A B : Matrix n n ℝ} (hP : (A + B).PosDef)
    (hM : (A - B).PosDef) (d : n → ℝ) (u : ℝ) :
    polarizability A B d u
      ≤ 2 * (d ⬝ᵥ (A + B)⁻¹ *ᵥ d + d ⬝ᵥ (A - B) *ᵥ d) * (1 + u ^ 2)⁻¹ := by
  have hT := responseKernel_posDef hP hM u
  rw [← div_eq_mul_inv, le_div_iff₀ (by positivity), polarizability,
    dotProduct_comm d ((responseKernel A B u)⁻¹ *ᵥ d)]
  have hx : responseKernel A B u *ᵥ ((responseKernel A B u)⁻¹ *ᵥ d) = d := by
    rw [Matrix.mulVec_mulVec, Matrix.mul_nonsing_inv _ hT.det_pos.ne'.isUnit,
      Matrix.one_mulVec]
  generalize (responseKernel A B u)⁻¹ *ᵥ d = x at hx ⊢
  have he : x ⬝ᵥ (A + B) *ᵥ x + u ^ 2 * (x ⬝ᵥ (A - B)⁻¹ *ᵥ x) = x ⬝ᵥ d := by
    have h := congrArg (fun v => x ⬝ᵥ v) hx
    simpa only [responseKernel, Matrix.add_mulVec _ (u ^ 2 • _), Matrix.smul_mulVec,
      dotProduct_add, dotProduct_smul, smul_eq_mul] using h
  have hp := hP.posSemidef.dotProduct_mulVec_nonneg x
  have hq := hM.inv.posSemidef.dotProduct_mulVec_nonneg x
  rw [star_trivial] at hp hq
  -- one trial vector controls low frequencies, the other high frequencies
  have h1 := variational_bound hP x d
  have h2 := variational_bound hM.inv (u ^ 2 • x) d
  rw [Matrix.nonsing_inv_nonsing_inv _ hM.det_pos.ne'.isUnit] at h2
  simp only [Matrix.mulVec_smul, smul_dotProduct, dotProduct_smul, smul_eq_mul] at h2
  have h3 := mul_nonneg (sq_nonneg u) hp
  have h4 := mul_nonneg (sq_nonneg u) hq
  have h5 := congrArg (fun t => u ^ 2 * t) he
  simp only [mul_add] at h5
  linarith
```

The isotropic average inherits this bound. It is non-negative because K(u)⁻¹ is positive definite. It is continuous in u because the inverse is the adjugate divided by the determinant, which is never zero here. The three parts of the proof establish continuity, sign and decay in that order.

```lean
/-- For positive definite `A + B` and `A - B`, the isotropic polarizability is continuous
in `u`, non-negative, and bounded by a multiple of `1 / (1 + u²)`. -/
theorem isoPolarizability_regular {A B : Matrix n n ℝ} (hP : (A + B).PosDef)
    (hM : (A - B).PosDef) (d : Fin 3 → n → ℝ) :
    Continuous (isoPolarizability A B d) ∧ (∀ u, 0 ≤ isoPolarizability A B d u) ∧
      ∃ C : ℝ, ∀ u, isoPolarizability A B d u ≤ C * (1 + u ^ 2)⁻¹ := by
  refine ⟨?_, fun u => ?_, ?_⟩
  · have hK : Continuous (responseKernel A B) :=
      continuous_const.add ((continuous_pow 2).smul continuous_const)
    have hI : Continuous fun u => (responseKernel A B u)⁻¹ := by
      simp only [Matrix.inv_def, Ring.inverse_eq_inv']
      exact (hK.matrix_det.inv₀ fun u => (responseKernel_posDef hP hM u).det_pos.ne').smul
        hK.matrix_adjugate
    refine (continuous_finsetSum _ fun k _ => continuous_const.mul ?_).div_const 3
    exact continuous_finsetSum _ fun i _ => continuous_const.mul
      (continuous_finsetSum _ fun j _ => (hI.matrix_elem i j).mul continuous_const)
  · refine div_nonneg (Finset.sum_nonneg fun k _ => mul_nonneg (by norm_num) ?_) (by norm_num)
    simpa only [star_trivial] using
      (responseKernel_posDef hP hM u).inv.posSemidef.dotProduct_mulVec_nonneg (d k)
  · refine ⟨(∑ k, 2 * (d k ⬝ᵥ (A + B)⁻¹ *ᵥ d k + d k ⬝ᵥ (A - B) *ᵥ d k)) / 3, fun u => ?_⟩
    have h := Finset.sum_le_sum fun k (_ : k ∈ Finset.univ) =>
      polarizability_decay hP hM (d k) u
    rw [← Finset.sum_mul] at h
    rw [isoPolarizability]
    linarith
```

If ᾱ ≤ C/(1 + u²) and ᾱ′ ≤ C′/(1 + u²), then also ᾱ′ ≤ C′, and

0 ≤ ᾱ(iu) ᾱ′(iu) ≤ CC′/(1 + u²).

The right-hand side is integrable over the real line, hence so is the product. This matters because Lean assigns the value 0 to the integral of a non-integrable function.

```lean
/-- The Casimir-Polder integrand is integrable when `A + B` and `A - B` are positive
definite for both molecules. -/
theorem casimirPolder_integrable {A B : Matrix n n ℝ} {A' B' : Matrix m m ℝ}
    (hP : (A + B).PosDef) (hM : (A - B).PosDef) (hP' : (A' + B').PosDef)
    (hM' : (A' - B').PosDef) (d : Fin 3 → n → ℝ) (d' : Fin 3 → m → ℝ) :
    Integrable fun u => isoPolarizability A B d u * isoPolarizability A' B' d' u := by
  obtain ⟨hc, h0, C, hC⟩ := isoPolarizability_regular hP hM d
  obtain ⟨hc', h0', C', hC'⟩ := isoPolarizability_regular hP' hM' d'
  have hCpos : 0 ≤ C' := by simpa using (h0' 0).trans (hC' 0)
  refine (integrable_inv_one_add_sq.const_mul (C * C')).mono'
    (hc.mul hc').aestronglyMeasurable (Filter.Eventually.of_forall fun u => ?_)
  have hle : (1 + u ^ 2)⁻¹ ≤ (1 : ℝ) := inv_le_one_of_one_le₀ (by linarith [sq_nonneg u])
  have hb : isoPolarizability A' B' d' u ≤ C' :=
    (hC' u).trans (mul_le_of_le_one_right hCpos hle)
  rw [Real.norm_of_nonneg (mul_nonneg (h0 u) (h0' u))]
  calc _ ≤ (C * (1 + u ^ 2)⁻¹) * C' :=
        mul_le_mul (hC u) hb (h0' u) ((h0 u).trans (hC u))
    _ = C * C' * (1 + u ^ 2)⁻¹ := by ring
```

## The C6 inequality

Let both molecules satisfy the two hypotheses. Averaging the polarizability inequality over directions gives `h1` and `h2`, one for each molecule. All factors are non-negative, so the inequalities multiply:

ᾱ(iu) ᾱ′(iu) ≤ ᾱ_TDA(iu) ᾱ′_TDA(iu).

`integral_mono` integrates this over u > 0, and the prefactor 3/π is non-negative. In the statement, the Tamm-Dancoff value is `C6 A 0 d A' 0 d'`.

```lean
/-- If `A - B` is positive definite and `B` positive semidefinite for both molecules,
the Tamm-Dancoff `C6` is at least the full linear-response `C6`. -/
theorem C6_le_tammDancoff {A B : Matrix n n ℝ} {A' B' : Matrix m m ℝ}
    (hM : (A - B).PosDef) (hB : B.PosSemidef) (hM' : (A' - B').PosDef)
    (hB' : B'.PosSemidef) (d : Fin 3 → n → ℝ) (d' : Fin 3 → m → ℝ) :
    C6 A B d A' B' d' ≤ C6 A 0 d A' 0 d' := by
  have hA : A.PosDef := by simpa using hM.add_posSemidef hB
  have hA' : A'.PosDef := by simpa using hM'.add_posSemidef hB'
  have hP := hA.add_posSemidef hB
  have hP' := hA'.add_posSemidef hB'
  have a0 : (A + 0).PosDef := by rwa [add_zero]
  have s0 : (A - 0).PosDef := by rwa [sub_zero]
  have a0' : (A' + 0).PosDef := by rwa [add_zero]
  have s0' : (A' - 0).PosDef := by rwa [sub_zero]
  have h1 : ∀ u, isoPolarizability A B d u ≤ isoPolarizability A 0 d u := fun u => by
    refine div_le_div_of_nonneg_right (Finset.sum_le_sum fun k _ => ?_) (by norm_num)
    simpa only [polarizability, responseKernel, add_zero, sub_zero] using
      polarizability_le_tammDancoff hM hB (d k) u
  have h2 : ∀ u, isoPolarizability A' B' d' u ≤ isoPolarizability A' 0 d' u := fun u => by
    refine div_le_div_of_nonneg_right (Finset.sum_le_sum fun k _ => ?_) (by norm_num)
    simpa only [polarizability, responseKernel, add_zero, sub_zero] using
      polarizability_le_tammDancoff hM' hB' (d' k) u
  -- compare the two convergent frequency integrals pointwise
  refine mul_le_mul_of_nonneg_left (integral_mono
    (casimirPolder_integrable hP hM hP' hM' d d').integrableOn
    (casimirPolder_integrable a0 s0 a0' s0' d d').integrableOn fun u => ?_) (by positivity)
  exact mul_le_mul (h1 u) (h2 u) ((isoPolarizability_regular hP' hM' d').2.1 u)
    ((isoPolarizability_regular a0 s0 d).2.1 u)
```

For dispersion calculations in a finite transition space, this fixes the sign of the Tamm-Dancoff error relative to full response with the same A and dipoles, whenever the two hypotheses hold. It does not say which value is closer to experiment.

A single transition with A = 2, B = 1 and d = 1 illustrates the inequality; the numbers are chosen for simple arithmetic and do not indicate the typical size of the error in molecules. Here A + B = 3 and A − B = 1, so

full response: α(iu) = 2/(3 + u²),
Tamm-Dancoff: α(iu) = 2/(2 + u²/2) = 4/(4 + u²).

At u = 0 the values are 2/3 and 1; at u = 1 they are 1/2 and 4/5. For two such molecules with all three dipole components equal to 1, the integral ∫₀^∞ du/(a² + u²)² = π/(4a³) gives C6 = 1/√3 ≈ 0.58 in full response and 3/2 in Tamm-Dancoff.

## A negative B can reverse the order

Without any sign condition on B, the inequality can fail even when A + B and A − B are both positive definite. Take A = 2, B = −1 and d = 1, so that A + B = 1 and A − B = 3. At u = 0,

full response: α(0) = 2/1 = 2,
Tamm-Dancoff: α(0) = 2/2 = 1.

The proof verifies the two 1 × 1 inverses, 1 and 1/2, by multiplication and then evaluates the polarizabilities.

```lean
/-- For one transition with `A = 2`, `B = -1` and unit dipole, the static polarizability
is 2 in full linear response and 1 in the Tamm-Dancoff approximation. -/
theorem negative_coupling_reverses :
    polarizability (!![2] : Matrix (Fin 1) (Fin 1) ℝ) !![-1] ![1] 0 = 2 ∧
      polarizability (!![2] : Matrix (Fin 1) (Fin 1) ℝ) 0 ![1] 0 = 1 := by
  have h1 : (responseKernel (!![2] : Matrix (Fin 1) (Fin 1) ℝ) !![-1] 0)⁻¹ = !![1] := by
    apply Matrix.inv_eq_right_inv
    ext i j
    fin_cases i
    fin_cases j
    norm_num [responseKernel, Matrix.mul_apply]
  have h2 : (responseKernel (!![2] : Matrix (Fin 1) (Fin 1) ℝ) 0 0)⁻¹ = !![1 / 2] := by
    apply Matrix.inv_eq_right_inv
    ext i j
    fin_cases i
    fin_cases j
    norm_num [responseKernel, Matrix.mul_apply]
  constructor
  · rw [polarizability, h1]
    norm_num [Matrix.mulVec, dotProduct]
  · rw [polarizability, h2]
    norm_num [Matrix.mulVec, dotProduct]

end

end TammDancoffDispersion
```

```lean
#print axioms TammDancoffDispersion.polarizability_le_tammDancoff
#print axioms TammDancoffDispersion.C6_le_tammDancoff
#print axioms TammDancoffDispersion.negative_coupling_reverses
```

```
'TammDancoffDispersion.polarizability_le_tammDancoff' depends on axioms: [propext, Classical.choice, Quot.sound]
'TammDancoffDispersion.C6_le_tammDancoff' depends on axioms: [propext, Classical.choice, Quot.sound]
'TammDancoffDispersion.negative_coupling_reverses' depends on axioms: [propext, Classical.choice, Quot.sound]
```
